# Occupation of a Lorentzian-broadened level: the arctangent formula and its zero-width limit

If a level is given a Lorentzian width but is still counted as full because its centre lies below the chemical potential, the occupation of that level comes out too high, since part of its spectral weight lies above the chemical potential. For filling at zero temperature, with a sharp cutoff at the chemical potential, the Lean code below computes the occupation exactly, bounds the missing part, and shows that the sharp count of 1, 1/2 or 0 returns when the width goes to zero at fixed energies.

```lean
import Mathlib

open Filter Topology MeasureTheory
open scoped Real

namespace LorentzianBroadening

noncomputable section

/-- The normalised Lorentzian spectral density of a level at energy `e` with half width `w`. -/
def lorentzian (w e x : ℝ) : ℝ := (w / π) / ((x - e) ^ 2 + w ^ 2)

/-- The occupation of a broadened level: its spectral weight at energies up to `μ`. -/
def occupation (w e μ : ℝ) : ℝ := ∫ x in Set.Iic μ, lorentzian w e x

/-- The number of electrons held by finitely many broadened levels `ε i` filled up to `μ`. -/
def electronNumber {ι : Type*} [Fintype ι] (w : ℝ) (ε : ι → ℝ) (μ : ℝ) : ℝ :=
  ∑ i, occupation w (ε i) μ

/-- The Lorentzian written in the energy measured from the level in units of the width. -/
theorem lorentzian_eq_scaled {w : ℝ} (hw : 0 < w) (e x : ℝ) :
    lorentzian w e x = 1 / (π * w) * (1 + ((x - e) / w) ^ 2)⁻¹ := by
  have hw0 : w ≠ 0 := hw.ne'
  have hpi : π ≠ 0 := Real.pi_ne_zero
  have hd : (x - e) ^ 2 + w ^ 2 ≠ 0 := by positivity
  have key : 1 + ((x - e) / w) ^ 2 = ((x - e) ^ 2 + w ^ 2) / w ^ 2 := by
    rw [div_pow, eq_div_iff (pow_ne_zero 2 hw0), add_mul,
      div_mul_cancel₀ _ (pow_ne_zero 2 hw0)]
    ring
  rw [key, inv_div, lorentzian]
  field_simp

/-- The Lorentzian spectral density is integrable over all energies. -/
theorem integrable_lorentzian {w : ℝ} (hw : 0 < w) (e : ℝ) :
    Integrable (lorentzian w e) := by
  have h := ((integrable_inv_one_add_sq.comp_div hw.ne').comp_sub_right e).const_mul
    (1 / (π * w))
  have hfun : lorentzian w e = fun x => 1 / (π * w) * (1 + ((x - e) / w) ^ 2)⁻¹ :=
    funext fun x => lorentzian_eq_scaled hw e x
  rw [hfun]
  exact h

/-- The occupation of a Lorentzian-broadened level is `1/2 + arctan((μ - e)/w)/π`. -/
theorem occupation_eq {w : ℝ} (hw : 0 < w) (e μ : ℝ) :
    occupation w e μ = 1 / 2 + Real.arctan ((μ - e) / w) / π := by
  -- the scaled arctangent is a primitive of the spectral density
  have hderiv : ∀ x ∈ Set.Iic μ,
      HasDerivAt (fun y => Real.arctan ((y - e) / w) / π) (lorentzian w e x) x := by
    intro x _
    have h := (((hasDerivAt_id' x).sub_const e).div_const w).arctan.div_const π
    refine h.congr_deriv ?_
    rw [lorentzian_eq_scaled hw]
    ring
  -- its value at minus infinity is -1/2
  have hshift : Tendsto (fun y : ℝ => y - e) atBot atBot := by
    simpa only [sub_eq_add_neg, id] using
      tendsto_atBot_add_const_right atBot (-e) (tendsto_id (α := ℝ))
  have hlim : Tendsto (fun y => Real.arctan ((y - e) / w) / π) atBot (𝓝 (-(1 / 2))) := by
    have h := ((Real.tendsto_arctan_atBot.mono_right nhdsWithin_le_nhds).comp
      (hshift.atBot_div_const hw)).div_const π
    have hval : -(π / 2) / π = -(1 / 2) := by
      have hpi : π ≠ 0 := Real.pi_ne_zero
      field_simp
    rw [hval] at h
    exact h
  have h : ∫ x in Set.Iic μ, lorentzian w e x
      = Real.arctan ((μ - e) / w) / π - (-(1 / 2)) :=
    integral_Iic_of_hasDerivAt_of_tendsto' hderiv (integrable_lorentzian hw e).integrableOn hlim
  rw [occupation, h]
  ring

/-- Exchanging the level energy and the chemical potential turns the occupation into
the hole occupation. -/
theorem occupation_add_swap {w : ℝ} (hw : 0 < w) (e μ : ℝ) :
    occupation w e μ + occupation w μ e = 1 := by
  have h : (e - μ) / w = -((μ - e) / w) := by ring
  rw [occupation_eq hw, occupation_eq hw, h, Real.arctan_neg]
  ring

/-- As the width tends to zero from above, the occupation tends to 1 for a level below the
chemical potential, to 1/2 for a level at it, and to 0 for a level above it. -/
theorem occupation_tendsto_sharp (e μ : ℝ) :
    (e < μ → Tendsto (fun w => occupation w e μ) (𝓝[>] 0) (𝓝 1)) ∧
    (e = μ → Tendsto (fun w => occupation w e μ) (𝓝[>] 0) (𝓝 (1 / 2))) ∧
    (μ < e → Tendsto (fun w => occupation w e μ) (𝓝[>] 0) (𝓝 0)) := by
  have below : ∀ a b : ℝ, a < b →
      Tendsto (fun w => occupation w a b) (𝓝[>] 0) (𝓝 1) := by
    intro a b hab
    have h1 : Tendsto (fun w : ℝ => (b - a) * w⁻¹) (𝓝[>] 0) atTop :=
      tendsto_inv_nhdsGT_zero.const_mul_atTop (sub_pos.2 hab)
    have h2 := (((Real.tendsto_arctan_atTop.mono_right nhdsWithin_le_nhds).comp
      h1).div_const π).const_add (1 / 2)
    have hval : 1 / 2 + π / 2 / π = 1 := by
      have hpi : π ≠ 0 := Real.pi_ne_zero
      field_simp
      norm_num
    rw [hval] at h2
    refine h2.congr' ?_
    filter_upwards [self_mem_nhdsWithin] with w hw
    rw [occupation_eq hw, div_eq_mul_inv (b - a) w]
    rfl
  refine ⟨below e μ, ?_, ?_⟩
  · rintro rfl
    refine tendsto_const_nhds.congr' ?_
    filter_upwards [self_mem_nhdsWithin] with w hw
    rw [occupation_eq hw]
    simp
  · -- a level above the chemical potential is handled by the exchange symmetry
    intro h
    have h1 := (below μ e h).const_sub 1
    rw [sub_self] at h1
    refine h1.congr' ?_
    filter_upwards [self_mem_nhdsWithin] with w hw
    linarith [occupation_add_swap hw e μ]

/-- For a level below the chemical potential, the missing occupation is positive and smaller than `w
/ (π * (μ - e))`, where `w` is the half width. -/
theorem missing_occupation_bounds {w e μ : ℝ} (hw : 0 < w) (h : e < μ) :
    0 < 1 - occupation w e μ ∧ 1 - occupation w e μ < w / (π * (μ - e)) := by
  have ht : 0 < (μ - e) / w := div_pos (sub_pos.2 h) hw
  have hpos : 0 < Real.arctan ((μ - e) / w)⁻¹ := by
    have h0 := Real.arctan_strictMono (inv_pos.2 ht)
    rwa [Real.arctan_zero] at h0
  have hlt : Real.arctan ((μ - e) / w)⁻¹ < ((μ - e) / w)⁻¹ := by
    have h0 := Real.lt_tan hpos (Real.arctan_lt_pi_div_two _)
    rwa [Real.tan_arctan] at h0
  have heq : 1 - occupation w e μ = Real.arctan ((μ - e) / w)⁻¹ / π := by
    have hhalf : π / 2 / π = 1 / 2 := by
      have hpi : π ≠ 0 := Real.pi_ne_zero
      field_simp
    rw [occupation_eq hw, Real.arctan_inv_of_pos ht, sub_div (π / 2), hhalf]
    ring
  have hb : ((μ - e) / w)⁻¹ / π = w / (π * (μ - e)) := by
    rw [inv_div, div_div, mul_comm]
  rw [heq, ← hb]
  exact ⟨div_pos hpos Real.pi_pos, div_lt_div_of_pos_right hlt Real.pi_pos⟩

/-- The occupation of a broadened level tends to 0 when the chemical potential goes to minus
infinity and to 1 when it goes to plus infinity. -/
theorem occupation_tendsto_empty_full {w : ℝ} (hw : 0 < w) (e : ℝ) :
    Tendsto (occupation w e) atBot (𝓝 0) ∧ Tendsto (occupation w e) atTop (𝓝 1) := by
  have hfull : Tendsto (occupation w e) atTop (𝓝 1) := by
    have hshift : Tendsto (fun y : ℝ => y - e) atTop atTop := by
      simpa only [sub_eq_add_neg, id] using
        tendsto_atTop_add_const_right atTop (-e) (tendsto_id (α := ℝ))
    have h := (((Real.tendsto_arctan_atTop.mono_right nhdsWithin_le_nhds).comp
      (hshift.atTop_div_const hw)).div_const π).const_add (1 / 2)
    have hval : 1 / 2 + π / 2 / π = 1 := by
      have hpi : π ≠ 0 := Real.pi_ne_zero
      field_simp
      norm_num
    rw [hval] at h
    exact h.congr fun μ => (occupation_eq hw e μ).symm
  refine ⟨?_, hfull⟩
  -- reflect the chemical potential about the level
  have hrefl : Tendsto (fun μ : ℝ => 2 * e + -μ) atBot atTop :=
    tendsto_atTop_add_const_left atBot (2 * e) tendsto_neg_atBot_atTop
  have h := (hfull.comp hrefl).const_sub 1
  rw [sub_self] at h
  refine h.congr fun μ => ?_
  have harg : (2 * e + -μ - e) / w = -((μ - e) / w) := by ring
  simp only [Function.comp_apply]
  rw [occupation_eq hw, occupation_eq hw, harg, Real.arctan_neg]
  ring

/-- For finitely many broadened levels and any electron number strictly between zero and the
number of levels, exactly one chemical potential gives that electron number. -/
theorem existsUnique_chemicalPotential {ι : Type*} [Fintype ι] {w : ℝ} (hw : 0 < w)
    (ε : ι → ℝ) {N : ℝ} (hN : 0 < N) (hN' : N < Fintype.card ι) :
    ∃! μ, electronNumber w ε μ = N := by
  have hcard : 0 < Fintype.card ι := by exact_mod_cast hN.trans hN'
  have : Nonempty ι := Fintype.card_pos_iff.1 hcard
  have hcont : Continuous (electronNumber w ε) := by
    refine continuous_finsetSum _ fun i _ => ?_
    have hfun : occupation w (ε i)
        = fun μ => 1 / 2 + Real.arctan ((μ - ε i) / w) / π :=
      funext fun μ => occupation_eq hw (ε i) μ
    rw [hfun]
    exact continuous_const.add ((Real.continuous_arctan.comp
      ((continuous_id.sub continuous_const).div_const w)).div_const π)
  -- every level gains occupation when the chemical potential rises
  have hmono : StrictMono (electronNumber w ε) := by
    intro a b hab
    refine Finset.sum_lt_sum_of_nonempty Finset.univ_nonempty fun i _ => ?_
    rw [occupation_eq hw, occupation_eq hw]
    have h1 := Real.arctan_strictMono
      (div_lt_div_of_pos_right (sub_lt_sub_right hab (ε i)) hw)
    have h2 := div_lt_div_of_pos_right h1 Real.pi_pos
    linarith
  have hbot : Tendsto (electronNumber w ε) atBot (𝓝 (∑ _i : ι, (0 : ℝ))) :=
    tendsto_finsetSum _ fun i _ => (occupation_tendsto_empty_full hw (ε i)).1
  have htop : Tendsto (electronNumber w ε) atTop (𝓝 (∑ _i : ι, (1 : ℝ))) :=
    tendsto_finsetSum _ fun i _ => (occupation_tendsto_empty_full hw (ε i)).2
  have hlow : ∀ᶠ μ in atBot, electronNumber w ε μ < N :=
    hbot (Iio_mem_nhds (by simpa using hN))
  have hhigh : ∀ᶠ μ in atTop, N < electronNumber w ε μ :=
    htop (Ioi_mem_nhds (by simpa using hN'))
  obtain ⟨a, ha⟩ := hlow.exists
  obtain ⟨b, hb⟩ := hhigh.exists
  obtain ⟨μ, hμ⟩ := mem_range_of_exists_le_of_exists_ge hcont ⟨a, ha.le⟩ ⟨b, hb.le⟩
  exact ⟨μ, hμ, fun ν hν => hmono.injective (hν.trans hμ.symm)⟩

end

end LorentzianBroadening
```

```lean
#print axioms LorentzianBroadening.occupation_eq
-- 'LorentzianBroadening.occupation_eq' depends on axioms: [propext, Classical.choice, Quot.sound]
#print axioms LorentzianBroadening.occupation_tendsto_sharp
-- 'LorentzianBroadening.occupation_tendsto_sharp' depends on axioms: [propext, Classical.choice, Quot.sound]
#print axioms LorentzianBroadening.missing_occupation_bounds
-- 'LorentzianBroadening.missing_occupation_bounds' depends on axioms: [propext, Classical.choice, Quot.sound]
#print axioms LorentzianBroadening.existsUnique_chemicalPotential
-- 'LorentzianBroadening.existsUnique_chemicalPotential' depends on axioms: [propext, Classical.choice, Quot.sound]
```

## A broadened level filled up to μ

A level at energy $e$ is replaced by the spectral density

$$L(x)=\frac{w/\pi}{(x-e)^2+w^2},\qquad w>0,$$

which is `lorentzian w e x`. At $x=e\pm w$ it has half its peak value, so $w$ is the half width at half maximum. The same function is $-\operatorname{Im}G(x)/\pi$ for $G(x)=1/(x-e+iw)$, so the width can stand for a finite lifetime or for a small imaginary part added to the energy for numerical reasons.

The occupation is the weight at energies up to the chemical potential $\mu$,

$$f(e,\mu)=\int_{-\infty}^{\mu}L(x)\,dx .$$

In Lean this is `occupation w e μ`, defined as an integral over the half line `Set.Iic μ`. The arctangent formula is therefore a theorem about the integral, `occupation_eq`:

$$f(e,\mu)=\frac12+\frac1\pi\arctan\frac{\mu-e}{w}.$$

The theorem `occupation_tendsto_sharp` keeps $e$ and $\mu$ fixed and lets $w$ go to zero through positive values, which is what `𝓝[>] 0` expresses. Its three parts give the limits 1 for $e<\mu$, 1/2 for $e=\mu$ and 0 for $\mu<e$.

For a finite family of levels $\varepsilon_i$, `electronNumber w ε μ` is the sum of the occupations. The index type `ι` labels levels, and equal energies are allowed, so degeneracy or spin is included by repeating a level. All levels share one width. The number $N$ is real and need not be an integer. If $0<N<M$, where $M$ is the number of levels, `existsUnique_chemicalPotential` says that exactly one $\mu$ gives $N$ electrons.

The model has non-interacting levels at fixed energies, filled by a sharp cutoff at $\mu$. There is no thermal Fermi function, and neither the energies nor the width respond to the filling. Within these limits, the result describes how the electron count in an electronic-structure calculation depends on a Lorentzian broadening.

## From the integral to the arctangent

Measure energy from the level in units of the width, $t=(x-e)/w$. Since $(x-e)^2+w^2=w^2(1+t^2)$,

$$L(x)=\frac{1}{\pi w}\,\frac{1}{1+t^2}.$$

This is `lorentzian_eq_scaled`. The function $1/(1+t^2)$ is integrable over the real line, and shifting, rescaling and multiplying by a constant preserve that. `integrable_lorentzian` applies these three operations to Mathlib's `integrable_inv_one_add_sq`. Integrability matters here because Lean assigns the value 0 to the integral of a non-integrable function.

Now let $F(x)=\arctan((x-e)/w)/\pi$. By the chain rule,

$$F'(x)=\frac1\pi\cdot\frac1w\cdot\frac{1}{1+t^2}=L(x).$$

As $x\to-\infty$, the argument tends to $-\infty$ because $w>0$, so $F(x)\to-(\pi/2)/\pi=-1/2$. The fundamental theorem of calculus on the half line gives

$$f(e,\mu)=F(\mu)-\left(-\tfrac12\right)=\frac12+\frac1\pi\arctan\frac{\mu-e}{w}.$$

In the proof of `occupation_eq`, `hderiv` is the derivative and `hlim` the limit at minus infinity. The lemma `integral_Iic_of_hasDerivAt_of_tendsto'` combines them with integrability.

## Particle–hole exchange and the sharp limits

Exchanging $e$ and $\mu$ reverses the sign of the argument. The arctangent is odd, so

$$f(e,\mu)+f(\mu,e)=1,$$

which is `occupation_add_swap`: the exchange turns the occupation into the hole occupation.

For $e<\mu$, the ratio $(\mu-e)/w$ tends to $+\infty$ as $w\to0^+$, the arctangent tends to $\pi/2$, and the occupation tends to $1/2+1/2=1$. The local statement `below` proves this for any two energies in that order. For $e=\mu$, the arctangent vanishes and the occupation is 1/2 at every positive width. For $\mu<e$, the exchange relation gives $f(e,\mu)=1-f(\mu,e)\to1-1=0$, so `below` is used again with the two energies swapped. In all three cases `filter_upwards` restricts attention to $w>0$, where the closed formula holds.

The limit is taken at fixed energies. A level that stays exactly one half width below $\mu$ as $w$ shrinks keeps the occupation $1/2+1/4=3/4$.

## How much occupation is missing below μ

Let $e<\mu$ and $t=(\mu-e)/w>0$. From $\arctan t+\arctan(1/t)=\pi/2$,

$$1-f(e,\mu)=\frac12-\frac{\arctan t}{\pi}=\frac{\arctan(1/t)}{\pi}.$$

This is positive. For an upper bound, put $\theta=\arctan(1/t)$, which lies between 0 and $\pi/2$. There $\theta<\tan\theta=1/t$, and so

$$0<1-f(e,\mu)<\frac{1}{\pi t}=\frac{w}{\pi(\mu-e)}.$$

The theorem `missing_occupation_bounds` follows the same route: `heq` is the rewriting with the inverse argument, `hpos` the positivity, and `hlt` the comparison with the tangent. For a deep level $t$ is large and $\arctan(1/t)\approx1/t$, so the missing occupation itself is close to the bound and falls only as the inverse of the distance to $\mu$. The missing parts of many deep levels can therefore add up to a noticeable correction to the count.

## Why the electron number fixes μ

Write the total as

$$N(\mu)=\sum_i f(\varepsilon_i,\mu).$$

Each term is continuous in $\mu$ by the closed formula, and so is the finite sum (`hcont`). Each term also increases strictly, because the arctangent does and $w>0$. The condition $0<N<M$ forces at least one level to exist, so the sum increases strictly as well (`hmono`).

As $\mu\to+\infty$, every occupation tends to 1. For the other end, reflect $\mu$ about the level:

$$f(e,2e-\mu)=\frac12-\frac1\pi\arctan\frac{\mu-e}{w}=1-f(e,\mu).$$

When $\mu\to-\infty$, the reflected value $2e-\mu$ goes to $+\infty$, so $f(e,\mu)\to1-1=0$. Both limits are in `occupation_tendsto_empty_full`. Summed over the levels, they show that $N(\mu)$ tends to 0 at one end and to $M$ at the other.

There is then some $a$ with $N(a)<N$ and some $b$ with $N(b)>N$. The intermediate value theorem, in the form `mem_range_of_exists_le_of_exists_ge`, supplies a $\mu$ with $N(\mu)=N$. Strict monotonicity makes the function injective, so there is no second solution. When there is at least one level, the endpoint values $N=0$ and $N=M$ are not reached, because every occupation lies strictly between 0 and 1 at finite $\mu$. With no levels at all, every $\mu$ gives $N=0$, so uniqueness fails instead.

## Two levels holding one electron

Take levels at 0 and 2 eV, a half width of 0.1 eV, and $N=1$. Try the midpoint, $\mu=1$ eV. For the lower level $t=10$, so the missing occupation is

$$\frac{\arctan(0.1)}{\pi}\approx\frac{0.09967}{3.14159}\approx0.0317,$$

just under the bound $0.1/\pi\approx0.0318$. The lower level therefore holds about 0.9683 electrons. The occupation depends on the energies only through $\mu-e$, so by the exchange relation the upper level, equally far above $\mu$, holds about 0.0317. The sum is exactly 1, so $\mu=1$ eV is the unique solution. Counting only the level below $\mu$ as full would give the same total here, but only because the two errors cancel by symmetry.

## Finding μ in a program

With the level energies available, a program can evaluate $N(\mu)$ from the arctangent formula without an energy grid. It widens an interval until $N(a)<N<N(b)$ and then bisects: if the count at the midpoint is too small, the lower end moves up, and otherwise the upper end moves down. Monotonicity ensures that each comparison keeps the solution in the interval. The initial interval may have to extend well beyond the outermost levels when $N$ is close to 0 or $M$, because the Lorentzian tails are long.

For a level far below $\mu$, the missing occupation is better computed as $\arctan(w/(\mu-e))/\pi$ than by subtracting a number close to 1 from 1, which loses digits in floating-point arithmetic.
